# End and midpoint averages in reptation Monte Carlo with a positive propagator on finitely many states

In a reptation Monte Carlo run, the energy is read off the end beads of the sampled path and a density or other diagonal observable off the middle bead. On a finite state space with a symmetric, entrywise positive propagator and a positive trial function, the theorems below identify the exact averages that these two readings estimate. Sampling error and convergence to the ground state for long paths are not treated.

## A finite set of configurations

Let S be a finite set of configurations, G (the propagator) and H (the Hamiltonian) real matrices on S, and ψ a real trial function. A path x₀,…,xₙ has n links and weight

w(x) = ψ(x₀) G(x₀,x₁) ⋯ G(xₙ₋₁,xₙ) ψ(xₙ).

In Lean a path, also called a reptile, is a function `Fin (n + 1) → S`, and `pathAverage` is Σ w A / Σ w over all paths. The local energy is E_L(s) = (Hψ)(s)/ψ(s). We write ⟨u,v⟩ = Σₛ u(s)v(s), which is `⬝ᵥ` in the code; `*ᵥ` applies a matrix to a vector. Finiteness makes every path sum a finite sum; continuous coordinates are not covered.

```lean
import Mathlib

open Matrix

namespace ReptationMonteCarlo

noncomputable section

variable {S : Type*}

/-- Product `G(x₀,x₁) ⋯ G(x_{n-1},x_n)` of the propagator along the `n` links of a path. -/
def linkWeight (G : Matrix S S ℝ) {n : ℕ} (x : Fin (n + 1) → S) : ℝ :=
  ∏ i : Fin n, G (x i.castSucc) (x i.succ)

/-- Weight of a reptile: the link product capped by the trial function at both ends. -/
def reptileWeight (G : Matrix S S ℝ) (ψ : S → ℝ) {n : ℕ} (x : Fin (n + 1) → S) : ℝ :=
  ψ (x 0) * linkWeight G x * ψ (x (Fin.last n))

/-- Average of a path observable `A` over all reptiles with `n` links, weighted by the
reptile weight. -/
def pathAverage [Fintype S] (G : Matrix S S ℝ) (ψ : S → ℝ) (n : ℕ)
    (A : (Fin (n + 1) → S) → ℝ) : ℝ :=
  (∑ x : Fin (n + 1) → S, reptileWeight G ψ x * A x) /
    ∑ x : Fin (n + 1) → S, reptileWeight G ψ x

/-- Local energy `(Hψ)(s) / ψ(s)` at the configuration `s`. -/
def localEnergy [Fintype S] (H : Matrix S S ℝ) (ψ : S → ℝ) (s : S) : ℝ :=
  (H *ᵥ ψ) s / ψ s

/-- Expectation value `⟨φ, Aφ⟩ / ⟨φ, φ⟩` of the operator `A` in the state `φ`. -/
def expectation [Fintype S] (A : Matrix S S ℝ) (φ : S → ℝ) : ℝ :=
  (φ ⬝ᵥ (A *ᵥ φ)) / (φ ⬝ᵥ φ)
```

The path sums need no sign or symmetry condition. For any end functions a and b,

Σₓ a(x₀) G(x₀,x₁) ⋯ G(xₙ₋₁,xₙ) b(xₙ) = ⟨a, Gⁿb⟩.

For n = 0 this is Σₛ a(s)b(s). For n + 1 links, summing over x₀ replaces a by a′(t) = Σₛ a(s)G(s,t). The remaining path has n links, so the sum is ⟨a′, Gⁿb⟩ = ⟨a, Gⁿ⁺¹b⟩. `pathSum_ends` is this induction, with `sum_path_succ` splitting off the first bead and `linkWeight_cons` its link.

Now let O be diagonal and sit at bead j, with n links after it and N = j + n in all. If j = 0, O is absorbed into a. Otherwise, summing over the first bead moves O one place forward. The result, `pathSum_bead`, is ⟨a, GʲOGⁿb⟩.

```lean
/-- Adding a bead `s` in front of a path `y` multiplies the link product by `G(s, y₀)`. -/
theorem linkWeight_cons (G : Matrix S S ℝ) {n : ℕ} (s : S) (y : Fin (n + 1) → S) :
    linkWeight G (Fin.cons s y : Fin (n + 1 + 1) → S) = G s (y 0) * linkWeight G y := by
  unfold linkWeight
  rw [Fin.prod_univ_succ]
  rfl

variable [Fintype S]

/-- A sum over paths splits into a sum over the first bead and a sum over the remaining beads. -/
theorem sum_path_succ {n : ℕ} (F : (Fin (n + 1) → S) → ℝ) :
    ∑ x, F x = ∑ s : S, ∑ y : Fin n → S, F (Fin.cons s y : Fin (n + 1) → S) := by
  let e : S × (Fin n → S) ≃ (Fin (n + 1) → S) := Fin.consEquiv (fun _ : Fin (n + 1) => S)
  calc ∑ x, F x = ∑ p, F (e p) := (e.sum_comp F).symm
    _ = ∑ s : S, ∑ y : Fin n → S, F (e (s, y)) := by rw [Fintype.sum_prod_type]
    _ = _ := rfl

/-- A symmetric matrix can be moved across the scalar product. -/
theorem symm_dot {A : Matrix S S ℝ} (hA : A.IsSymm) (u v : S → ℝ) :
    (A *ᵥ u) ⬝ᵥ v = u ⬝ᵥ (A *ᵥ v) := by
  rw [Matrix.dotProduct_mulVec u A v, ← Matrix.mulVec_transpose, hA.eq]

variable [DecidableEq S]

/-- The sum over paths with `n` links, capped by `a` and `b` at the ends, is `⟨a, Gⁿ b⟩`. -/
theorem pathSum_ends (G : Matrix S S ℝ) (b : S → ℝ) (n : ℕ) (a : S → ℝ) :
    ∑ x : Fin (n + 1) → S, a (x 0) * linkWeight G x * b (x (Fin.last n))
      = a ⬝ᵥ (G ^ n *ᵥ b) := by
  induction n generalizing a with
  | zero =>
    have hl : Fin.last 0 = (0 : Fin (0 + 1)) := rfl
    rw [sum_path_succ]
    simp only [hl, Fin.cons_zero]
    simp [linkWeight, dotProduct]
  | succ n ih =>
    have hl : Fin.last (n + 1) = (Fin.last n).succ := rfl
    have hv : ∀ t, (a ᵥ* G) t = ∑ s, a s * G s t := fun t => by rfl
    -- summing over the first bead propagates the cap `a` by one step
    rw [sum_path_succ]
    simp only [linkWeight_cons, hl, Fin.cons_zero, Fin.cons_succ]
    rw [Finset.sum_comm, pow_succ', ← Matrix.mulVec_mulVec, Matrix.dotProduct_mulVec,
      ← ih (a ᵥ* G)]
    refine Finset.sum_congr rfl fun y _ => ?_
    simp only [hv, Finset.sum_mul]
    exact Finset.sum_congr rfl fun s _ => by ring

/-- With a diagonal observable `O` inserted at bead `j` of a path with `N = j + n` links, the
path sum is `⟨a, Gʲ O Gⁿ b⟩`. -/
theorem pathSum_bead (G : Matrix S S ℝ) (b O : S → ℝ) (n N : ℕ) (a : S → ℝ)
    (j : Fin (N + 1)) (h : (j : ℕ) + n = N) :
    ∑ x : Fin (N + 1) → S, a (x 0) * linkWeight G x * b (x (Fin.last N)) * O (x j)
      = a ⬝ᵥ (G ^ (j : ℕ) *ᵥ (diagonal O *ᵥ (G ^ n *ᵥ b))) := by
  -- an insertion at the first bead is absorbed into the cap
  have base : ∀ (M : ℕ) (c : S → ℝ),
      ∑ x : Fin (M + 1) → S, c (x 0) * linkWeight G x * b (x (Fin.last M)) * O (x 0)
        = c ⬝ᵥ (diagonal O *ᵥ (G ^ M *ᵥ b)) := by
    intro M c
    calc ∑ x : Fin (M + 1) → S, c (x 0) * linkWeight G x * b (x (Fin.last M)) * O (x 0)
        = ∑ x : Fin (M + 1) → S,
            (c (x 0) * O (x 0)) * linkWeight G x * b (x (Fin.last M)) :=
          Finset.sum_congr rfl fun x _ => by ring
      _ = (fun s => c s * O s) ⬝ᵥ (G ^ M *ᵥ b) := pathSum_ends G b M (fun s => c s * O s)
      _ = c ⬝ᵥ (diagonal O *ᵥ (G ^ M *ᵥ b)) := by
          simp only [dotProduct, Matrix.mulVec_diagonal]
          exact Finset.sum_congr rfl fun s _ => by ring
  induction N generalizing a with
  | zero =>
    have hj : j = 0 := Fin.ext (by rw [Fin.val_zero]; omega)
    have hn : n = 0 := by omega
    rw [hj, base 0 a, hn, Fin.val_zero]
    simp only [pow_zero, Matrix.one_mulVec]
  | succ N ih =>
    rcases Fin.eq_zero_or_eq_succ j with rfl | ⟨k, rfl⟩
    · have hn : n = N + 1 := by
        rw [Fin.val_zero] at h
        omega
      rw [base (N + 1) a, hn, Fin.val_zero, pow_zero, Matrix.one_mulVec]
    · have hk : (k : ℕ) + n = N := by
        rw [Fin.val_succ] at h
        omega
      have hl : Fin.last (N + 1) = (Fin.last N).succ := rfl
      have hv : ∀ t, (a ᵥ* G) t = ∑ s, a s * G s t := fun t => by rfl
      -- sum over the first bead; the insertion moves one place closer to the front
      rw [sum_path_succ]
      simp only [linkWeight_cons, hl, Fin.cons_zero, Fin.cons_succ]
      rw [Finset.sum_comm, Fin.val_succ, pow_succ', ← Matrix.mulVec_mulVec,
        Matrix.dotProduct_mulVec, ← ih (a ᵥ* G) k hk]
      refine Finset.sum_congr rfl fun y _ => ?_
      simp only [hv, Finset.sum_mul]
      exact Finset.sum_congr rfl fun s _ => by ring
```

## Positive G and ψ: weights that can be sampled

Positivity means that there is no sign problem. Each weight is a product of positive numbers, and since S is nonempty, their sum ⟨ψ, Gⁿψ⟩ is positive. If G and ψ have entries of both signs, the path sums keep their form, but weights of both signs can occur; w is then not a probability weight, and the denominator may vanish. Strict positivity excludes sparse lattice propagators with zero entries.

```lean
variable [Nonempty S] {G : Matrix S S ℝ} {ψ : S → ℝ}

/-- For positive `G` and `ψ` every reptile weight is positive, and the weights add up to
`⟨ψ, Gⁿ ψ⟩`, which is positive. -/
theorem partition_function (hG : ∀ s t, 0 < G s t) (hψ : ∀ s, 0 < ψ s) (n : ℕ) :
    (∀ x : Fin (n + 1) → S, 0 < reptileWeight G ψ x) ∧
      ∑ x : Fin (n + 1) → S, reptileWeight G ψ x = ψ ⬝ᵥ (G ^ n *ᵥ ψ) ∧
      0 < ψ ⬝ᵥ (G ^ n *ᵥ ψ) := by
  have hw : ∀ x : Fin (n + 1) → S, 0 < reptileWeight G ψ x := by
    intro x
    unfold reptileWeight linkWeight
    exact mul_pos (mul_pos (hψ _) (Finset.prod_pos fun i _ => hG _ _)) (hψ _)
  have hZ : ∑ x : Fin (n + 1) → S, reptileWeight G ψ x = ψ ⬝ᵥ (G ^ n *ᵥ ψ) :=
    pathSum_ends G ψ n ψ
  refine ⟨hw, hZ, ?_⟩
  rw [← hZ]
  exact Finset.sum_pos (fun x _ => hw x) Finset.univ_nonempty
```

## Symmetric G: a pure expectation at the midpoint

Symmetry says that propagation from s to t has the same amplitude as from t to s. It moves the first j links onto the left trial function:

⟨ψ, GʲOGⁿψ⟩ = ⟨Gʲψ, OGⁿψ⟩.

Dividing by the same expression without O gives `bead_average`. For 2k links and j = n = k, both sides carry the state Gᵏψ, so the average is the expectation of O in that state. Without symmetry the left state is (Gᵀ)ʲψ, which in general differs from Gʲψ, and the midpoint then gives a mixed estimate. In the proof, `symm_dot` applied to `hGs.pow` makes the move.

```lean
/-- For symmetric positive `G` and positive `ψ`, the average of a diagonal observable `O` at bead `j` of a reptile
with `N = j + n` links is `⟨Gʲψ, O Gⁿψ⟩ / ⟨Gʲψ, Gⁿψ⟩`, with positive denominator. -/
theorem bead_average (hGs : G.IsSymm) (hG : ∀ s t, 0 < G s t) (hψ : ∀ s, 0 < ψ s)
    (O : S → ℝ) (n N : ℕ) (j : Fin (N + 1)) (h : (j : ℕ) + n = N) :
    0 < (G ^ (j : ℕ) *ᵥ ψ) ⬝ᵥ (G ^ n *ᵥ ψ) ∧
      pathAverage G ψ N (fun x => O (x j))
        = ((G ^ (j : ℕ) *ᵥ ψ) ⬝ᵥ (diagonal O *ᵥ (G ^ n *ᵥ ψ))) /
            ((G ^ (j : ℕ) *ᵥ ψ) ⬝ᵥ (G ^ n *ᵥ ψ)) := by
  obtain ⟨-, hZ, hpos⟩ := partition_function hG hψ N
  -- symmetry lets the first `j` links act on the left trial function
  have hden : (G ^ (j : ℕ) *ᵥ ψ) ⬝ᵥ (G ^ n *ᵥ ψ) = ψ ⬝ᵥ (G ^ N *ᵥ ψ) := by
    rw [symm_dot (hGs.pow (j : ℕ)) ψ (G ^ n *ᵥ ψ), Matrix.mulVec_mulVec, ← pow_add, h]
  have hnum : ∑ x : Fin (N + 1) → S, reptileWeight G ψ x * O (x j)
      = (G ^ (j : ℕ) *ᵥ ψ) ⬝ᵥ (diagonal O *ᵥ (G ^ n *ᵥ ψ)) := by
    rw [symm_dot (hGs.pow (j : ℕ)) ψ (diagonal O *ᵥ (G ^ n *ᵥ ψ))]
    exact pathSum_bead G ψ O n N ψ j h
  refine ⟨by rw [hden]; exact hpos, ?_⟩
  rw [hden, ← hnum, ← hZ]
  rfl

/-- For symmetric positive `G`, positive `ψ` and `2k` links, the midpoint average of a diagonal observable `O`
is its expectation value in the state `Gᵏψ`, whose squared norm is positive. -/
theorem midpoint_average (hGs : G.IsSymm) (hG : ∀ s t, 0 < G s t) (hψ : ∀ s, 0 < ψ s)
    (O : S → ℝ) (k : ℕ) :
    0 < (G ^ k *ᵥ ψ) ⬝ᵥ (G ^ k *ᵥ ψ) ∧
      pathAverage G ψ (2 * k) (fun x => O (x ⟨k, by omega⟩))
        = expectation (diagonal O) (G ^ k *ᵥ ψ) :=
  bead_average hGs hG hψ O k (2 * k) ⟨k, by omega⟩ (by show k + k = 2 * k; omega)
```

## Nonvanishing ψ: the local energy at an end

At the last bead ψ(xₙ)E_L(xₙ) = (Hψ)(xₙ), so the path sum with b = Hψ gives

average of E_L(xₙ) = ⟨ψ, GⁿHψ⟩ / ⟨ψ, Gⁿψ⟩.

The cancellation needs ψ(xₙ) ≠ 0, supplied by `hne` to `field_simp`. At a zero of ψ the contribution of Hψ could be lost. No symmetry is used.

```lean
/-- For positive `G` and `ψ`, the average of the local energy at the last bead of a reptile with `n` links is
`⟨ψ, Gⁿ Hψ⟩ / ⟨ψ, Gⁿ ψ⟩`, with positive denominator. -/
theorem end_average_localEnergy (H : Matrix S S ℝ) (hG : ∀ s t, 0 < G s t)
    (hψ : ∀ s, 0 < ψ s) (n : ℕ) :
    0 < ψ ⬝ᵥ (G ^ n *ᵥ ψ) ∧
      pathAverage G ψ n (fun x => localEnergy H ψ (x (Fin.last n)))
        = (ψ ⬝ᵥ (G ^ n *ᵥ (H *ᵥ ψ))) / (ψ ⬝ᵥ (G ^ n *ᵥ ψ)) := by
  obtain ⟨-, hZ, hpos⟩ := partition_function hG hψ n
  -- the local energy turns the cap `ψ` of the last bead into `Hψ`
  have hnum : ∑ x : Fin (n + 1) → S, reptileWeight G ψ x * localEnergy H ψ (x (Fin.last n))
      = ψ ⬝ᵥ (G ^ n *ᵥ (H *ᵥ ψ)) := by
    rw [← pathSum_ends G (H *ᵥ ψ) n ψ]
    refine Finset.sum_congr rfl fun x _ => ?_
    have hne := (hψ (x (Fin.last n))).ne'
    unfold reptileWeight localEnergy
    field_simp
  refine ⟨hpos, ?_⟩
  rw [← hnum, ← hZ]
  rfl
```

## Symmetric H: moving the energy operator

The first bead gives ⟨Hψ, Gⁿψ⟩ in the numerator, which equals ⟨ψ, GⁿHψ⟩ by symmetry of G alone. Symmetry of H, the usual condition on a real Hamiltonian, enters only in the last line of the proof, to rewrite this as ⟨ψ, HGⁿψ⟩. Without it, Hᵀ would stand there.

```lean
/-- For symmetric positive `G`, symmetric `H` and positive `ψ` the local energy has the same average at both ends of the reptile,
and this average equals `⟨ψ, H Gⁿψ⟩ / ⟨ψ, Gⁿψ⟩`, with positive denominator. -/
theorem both_ends_localEnergy {H : Matrix S S ℝ} (hGs : G.IsSymm) (hH : H.IsSymm)
    (hG : ∀ s t, 0 < G s t) (hψ : ∀ s, 0 < ψ s) (n : ℕ) :
    0 < ψ ⬝ᵥ (G ^ n *ᵥ ψ) ∧
      pathAverage G ψ n (fun x => localEnergy H ψ (x 0))
        = pathAverage G ψ n (fun x => localEnergy H ψ (x (Fin.last n))) ∧
      pathAverage G ψ n (fun x => localEnergy H ψ (x (Fin.last n)))
        = (ψ ⬝ᵥ (H *ᵥ (G ^ n *ᵥ ψ))) / (ψ ⬝ᵥ (G ^ n *ᵥ ψ)) := by
  obtain ⟨-, hZ, hpos⟩ := partition_function hG hψ n
  have htail := (end_average_localEnergy H hG hψ n).2
  -- at the first bead the left cap becomes `Hψ`
  have hnum : ∑ x : Fin (n + 1) → S, reptileWeight G ψ x * localEnergy H ψ (x 0)
      = (H *ᵥ ψ) ⬝ᵥ (G ^ n *ᵥ ψ) := by
    rw [← pathSum_ends G ψ n (H *ᵥ ψ)]
    refine Finset.sum_congr rfl fun x _ => ?_
    have hne := (hψ (x 0)).ne'
    unfold reptileWeight localEnergy
    field_simp
  have hhead : pathAverage G ψ n (fun x => localEnergy H ψ (x 0))
      = ((H *ᵥ ψ) ⬝ᵥ (G ^ n *ᵥ ψ)) / (ψ ⬝ᵥ (G ^ n *ᵥ ψ)) := by
    rw [← hnum, ← hZ]
    rfl
  have hsym : ψ ⬝ᵥ (G ^ n *ᵥ (H *ᵥ ψ)) = (H *ᵥ ψ) ⬝ᵥ (G ^ n *ᵥ ψ) := by
    rw [← symm_dot (hGs.pow n) ψ (H *ᵥ ψ)]
    exact dotProduct_comm _ _
  refine ⟨hpos, ?_, ?_⟩
  · rw [hhead, htail, hsym]
  · rw [htail, hsym, symm_dot hH ψ (G ^ n *ᵥ ψ)]
```

## G commuting with H: a variational energy

A propagator that is a function of H, such as exp(−τH) with time step τ, commutes with H; a Trotter product generally does not. For 2k links,

⟨ψ, G²ᵏHψ⟩ = ⟨ψ, GᵏHGᵏψ⟩ = ⟨Gᵏψ, HGᵏψ⟩,

by commutation (`hm`) and then symmetry of G (`hnum`). The end energy is therefore the expectation of H in Gᵏψ. If E₀⟨v,v⟩ ≤ ⟨v,Hv⟩ for all v, as for the lowest eigenvalue of a symmetric H, taking v = Gᵏψ and dividing by its positive squared norm bounds the end energy below by E₀. Without commutation the end average keeps its mixed form, and this argument gives no bound.

```lean
/-- If `ψ` is positive and the symmetric positive `G` commutes with `H`, the end average of the local energy for `2k`
links is the expectation of `H` in `Gᵏψ` (of positive squared norm), and it is at least every
`E₀` with `E₀⟨v,v⟩ ≤ ⟨v,Hv⟩` for all `v`. -/
theorem end_energy_variational {H : Matrix S S ℝ} (hGs : G.IsSymm) (hcomm : Commute G H)
    (hG : ∀ s t, 0 < G s t) (hψ : ∀ s, 0 < ψ s) (k : ℕ) :
    0 < (G ^ k *ᵥ ψ) ⬝ᵥ (G ^ k *ᵥ ψ) ∧
      pathAverage G ψ (2 * k) (fun x => localEnergy H ψ (x (Fin.last (2 * k))))
        = expectation H (G ^ k *ᵥ ψ) ∧
      ∀ E₀ : ℝ, (∀ v : S → ℝ, E₀ * (v ⬝ᵥ v) ≤ v ⬝ᵥ (H *ᵥ v)) →
        E₀ ≤ pathAverage G ψ (2 * k) (fun x => localEnergy H ψ (x (Fin.last (2 * k)))) := by
  obtain ⟨hpos, htail⟩ := end_average_localEnergy H hG hψ (2 * k)
  -- move `H` to the middle of the chain
  have hc : G ^ k * H = H * G ^ k := (hcomm.pow_left k).eq
  have hm : G ^ (2 * k) * H = G ^ k * (H * G ^ k) := by
    rw [two_mul, pow_add, mul_assoc, hc]
  have hden : ψ ⬝ᵥ (G ^ (2 * k) *ᵥ ψ) = (G ^ k *ᵥ ψ) ⬝ᵥ (G ^ k *ᵥ ψ) := by
    rw [symm_dot (hGs.pow k) ψ (G ^ k *ᵥ ψ), Matrix.mulVec_mulVec, ← pow_add, two_mul]
  have hnum : ψ ⬝ᵥ (G ^ (2 * k) *ᵥ (H *ᵥ ψ))
      = (G ^ k *ᵥ ψ) ⬝ᵥ (H *ᵥ (G ^ k *ᵥ ψ)) := by
    rw [symm_dot (hGs.pow k) ψ (H *ᵥ (G ^ k *ᵥ ψ))]
    simp only [Matrix.mulVec_mulVec, hm]
  have hφ : 0 < (G ^ k *ᵥ ψ) ⬝ᵥ (G ^ k *ᵥ ψ) := by
    rw [← hden]
    exact hpos
  have heq : pathAverage G ψ (2 * k) (fun x => localEnergy H ψ (x (Fin.last (2 * k))))
      = expectation H (G ^ k *ᵥ ψ) := by
    rw [htail, hnum, hden]
    rfl
  refine ⟨hφ, heq, fun E₀ hE => ?_⟩
  rw [heq]
  unfold expectation
  rw [le_div_iff₀ hφ]
  exact hE _
```

## Two sites with two links

Take H with off-diagonal entries −1 and zero diagonal, G = 2 − H, and ψ = (1, 2). Then

Gψ = (4, 5), G²ψ = (13, 14), ⟨ψ, G²ψ⟩ = 13 + 28 = 41,

Hψ = (−2, −1), G²Hψ = (−14, −13), ⟨ψ, G²Hψ⟩ = −14 − 26 = −40.

The end energy is −40/41, above the lower bound −1, which follows from (v₀ − v₁)² ≥ 0. `reptation_witness` checks the hypotheses and this value.

```lean
/-- Two-site hopping Hamiltonian with unit amplitude. -/
def twoSiteH : Matrix (Fin 2) (Fin 2) ℝ := !![0, -1; -1, 0]

/-- Two-site propagator with entries `2` on the diagonal and `1` off the diagonal. -/
def twoSiteG : Matrix (Fin 2) (Fin 2) ℝ := !![2, 1; 1, 2]

/-- Two-site trial function with amplitudes `1` and `2`. -/
def twoSitePsi : Fin 2 → ℝ := ![1, 2]

/-- The two-site model has symmetric positive `G`, symmetric `H` commuting with `G`, positive
trial function and lower bound `-1`; its end energy for two links is `-40/41`. -/
theorem reptation_witness :
    twoSiteG.IsSymm ∧ (∀ s t, 0 < twoSiteG s t) ∧ twoSiteH.IsSymm ∧
      Commute twoSiteG twoSiteH ∧ (∀ s, 0 < twoSitePsi s) ∧
      (∀ v : Fin 2 → ℝ, (-1 : ℝ) * (v ⬝ᵥ v) ≤ v ⬝ᵥ (twoSiteH *ᵥ v)) ∧
      pathAverage twoSiteG twoSitePsi 2
        (fun x => localEnergy twoSiteH twoSitePsi (x (Fin.last 2))) = -40 / 41 := by
  have mv : ∀ a b c d u v : ℝ,
      !![a, b; c, d] *ᵥ ![u, v] = ![a * u + b * v, c * u + d * v] := by
    intro a b c d u v
    ext i
    fin_cases i <;> simp [Matrix.mulVec, dotProduct, Fin.sum_univ_two]
  have dp : ∀ a b u v : ℝ, ![a, b] ⬝ᵥ ![u, v] = a * u + b * v := by
    intro a b u v
    simp [dotProduct, Fin.sum_univ_two]
  have hG : ∀ s t, 0 < twoSiteG s t := by
    intro s t
    fin_cases s <;> fin_cases t <;> simp [twoSiteG]
  have hψ : ∀ s, 0 < twoSitePsi s := by
    intro s
    fin_cases s <;> simp [twoSitePsi]
  refine ⟨?_, hG, ?_, ?_, hψ, ?_, ?_⟩
  · show Matrix.transpose twoSiteG = twoSiteG
    ext i j
    fin_cases i <;> fin_cases j <;> rfl
  · show Matrix.transpose twoSiteH = twoSiteH
    ext i j
    fin_cases i <;> fin_cases j <;> rfl
  · show twoSiteG * twoSiteH = twoSiteH * twoSiteG
    ext i j
    fin_cases i <;> fin_cases j <;>
      simp [twoSiteG, twoSiteH, Matrix.mul_apply, Fin.sum_univ_two]
  · intro v
    have hv : v = ![v 0, v 1] := by
      ext i
      fin_cases i <;> first | rfl | simp
    rw [hv]
    unfold twoSiteH
    rw [mv, dp, dp]
    nlinarith [sq_nonneg (v 0 - v 1)]
  · rw [(end_average_localEnergy twoSiteH hG hψ 2).2]
    simp only [pow_two, ← Matrix.mulVec_mulVec]
    unfold twoSiteG twoSiteH twoSitePsi
    simp only [mv, dp]
    norm_num

end

end ReptationMonteCarlo
```

```lean
#print axioms ReptationMonteCarlo.midpoint_average
#print axioms ReptationMonteCarlo.both_ends_localEnergy
#print axioms ReptationMonteCarlo.end_energy_variational
```

```
'ReptationMonteCarlo.midpoint_average' depends on axioms: [propext, Classical.choice, Quot.sound]
'ReptationMonteCarlo.both_ends_localEnergy' depends on axioms: [propext, Classical.choice, Quot.sound]
'ReptationMonteCarlo.end_energy_variational' depends on axioms: [propext, Classical.choice, Quot.sound]
```
